# Reciprocal pairing of singular values for flux-conserving transfer matrices

Get one sign wrong in the scattering node of a network model, and current is no longer conserved. Take two channels running in opposite directions, a real number $a \neq 0$ and the matrix

$$\begin{pmatrix}\cosh a & \sinh a\\ -\sinh a & \cosh a\end{pmatrix}.$$

The amplitudes $(1,1)$ carry no net current, but they come out as $(e^{a}, e^{-a})$, with net current $2\sinh 2a$. Both singular values equal $\sqrt{\cosh 2a} > 1$, so every nonzero vector grows and no decaying solution accompanies the growing ones.

The problems below work out what flux conservation enforces instead. The result is a necessary condition on any finite product of transfer matrices, such as those of the Chalker–Coddington network, a non-interacting model of the integer quantum Hall transition. It holds in exact arithmetic; in a numerical simulation, rounding errors can swamp the smallest singular values of a long product and spoil the pairing. Only the algebra of such matrices is treated: the statistics of the random phases, localisation lengths and the transition itself do not enter.

## Channels, flux and the node

The channels are indexed by a finite set $n$. A dagger denotes the conjugate transpose, written `ᴴ` in Lean.

```lean
import Mathlib

open Matrix

namespace ChalkerCoddington

noncomputable section

variable {n : Type*} [Fintype n] [DecidableEq n]
```

Channel $i$ has a propagation sign $\varepsilon_i = \pm 1$; the type `ℤˣ` of invertible integers contains only these two values. The flux metric $J$ is the diagonal matrix of the signs. Any combination of signs is allowed.

```lean
/-- The flux metric `J`: a diagonal matrix with the propagation sign `+1` or `-1` of each
channel. -/
def fluxMetric (ε : n → ℤˣ) : Matrix n n ℂ := diagonal fun i => ((ε i : ℤ) : ℂ)
```

Amplitudes $\psi$ are scaled so that $|\psi_i|^2$ is the current in channel $i$. The net flux is then $\psi^\dagger J\psi = \sum_i \varepsilon_i|\psi_i|^2$, a real number that Lean stores as a complex one.

```lean
/-- The net flux `ψ† J ψ` carried by the channel amplitudes `ψ`. -/
def flux (ε : n → ℤˣ) (ψ : n → ℂ) : ℂ := star ψ ⬝ᵥ (fluxMetric ε *ᵥ ψ)
```

A transfer matrix $T$ takes the amplitudes on one side of a slice to those on the other. The condition $T^\dagger J T = J$ is its definition here, not derived from a Hamiltonian; part (b) gives its physical meaning.

```lean
/-- A transfer matrix is a matrix `T` with `T† J T = J`. -/
def IsTransfer (ε : n → ℤˣ) (T : Matrix n n ℂ) : Prop :=
  Tᴴ * fluxMetric ε * T = fluxMetric ε
```

For real $s$, let $V_s$ be the space of solutions of $T^\dagger T v = s^2 v$. When $s \ge 0$, its nonzero elements are the right singular vectors with singular value $s$.

```lean
/-- The space of solutions of `T† T v = s² v`; for `s ≥ 0` these are the right singular
vectors of `T` with singular value `s`, together with zero. -/
def singularSpace (T : Matrix n n ℂ) (s : ℝ) : Submodule ℂ (n → ℂ) :=
  Module.End.eigenspace (Matrix.toLin' (Tᴴ * T)) ((s : ℂ) ^ 2)
```

The node $N_a$ has diagonal entries $\cosh a$ and off-diagonal entries $\sinh a$. The real parameter $a$ sets how strongly scattering mixes the two channels, and $a=0$ means no mixing.

```lean
/-- The node of the network with real parameter `a`, mixing two channels hyperbolically. -/
def node (a : ℝ) : Matrix (Fin 2) (Fin 2) ℂ :=
  !![(Real.cosh a : ℂ), (Real.sinh a : ℂ); (Real.sinh a : ℂ), (Real.cosh a : ℂ)]
```

## (a) The square of the flux metric

Show that
$$J^2 = 1.$$

The product of diagonal matrices is diagonal, with entries $\varepsilon_i^2 = 1$. Lean checks the two possible signs separately.

```lean
/-- The flux metric squares to the identity. -/
theorem fluxMetric_sq (ε : n → ℤˣ) : fluxMetric ε * fluxMetric ε = 1 := by
  rw [fluxMetric, diagonal_mul_diagonal, ← diagonal_one]
  congr 1
  funext i
  rcases Int.units_eq_one_or (ε i) with h | h <;> simp [h]
```

## (b) The matrix condition as current conservation

Show that
$$T^\dagger J T = J \iff (T\psi)^\dagger J (T\psi) = \psi^\dagger J\psi \ \text{ for all } \psi.$$

The left side of the flux equation is $\psi^\dagger (T^\dagger J T)\psi$, which settles the forward direction. For the converse, put $M = T^\dagger J T - J$, so that $x^\dagger M x = 0$ for all $x$. Basis vectors $e_i$ give $M_{ii} = 0$. Inserting $x = e_i + c\,e_j$ with complex $c$ then leaves
$$c\,M_{ij} + \bar c\,M_{ji} = 0.$$
The choice $c = 1$ gives $M_{ij} = -M_{ji}$, and $c = \sqrt{-1}$ gives $M_{ij} = M_{ji}$. Hence $M = 0$.

In the code, `pol` is the displayed equation, and `p1` and `p2` are the two choices of $c$.

```lean
/-- A matrix satisfies `T† J T = J` exactly when it preserves the flux of every amplitude
vector. -/
theorem isTransfer_iff_flux (ε : n → ℤˣ) (T : Matrix n n ℂ) :
    IsTransfer ε T ↔ ∀ ψ, flux ε (T *ᵥ ψ) = flux ε ψ := by
  have hflux : ∀ ψ, flux ε (T *ᵥ ψ) = star ψ ⬝ᵥ ((Tᴴ * fluxMetric ε * T) *ᵥ ψ) := by
    intro ψ
    rw [flux, star_mulVec, ← dotProduct_mulVec]
    simp only [mulVec_mulVec, Matrix.mul_assoc]
  constructor
  · intro h ψ
    have h' : Tᴴ * fluxMetric ε * T = fluxMetric ε := h
    rw [hflux, h', flux]
  · intro h
    -- the difference of the two forms vanishes on all vectors; polarize it
    obtain ⟨M, hM⟩ : ∃ M, M = Tᴴ * fluxMetric ε * T - fluxMetric ε := ⟨_, rfl⟩
    have hz : ∀ x : n → ℂ, star x ⬝ᵥ (M *ᵥ x) = 0 := by
      intro x
      rw [hM, sub_mulVec, dotProduct_sub, ← hflux, h]
      exact sub_self _
    have e : ∀ k l, star (Pi.single k 1 : n → ℂ) ⬝ᵥ (M *ᵥ Pi.single l 1) = M k l := by
      intro k l
      have hs : star (Pi.single k 1 : n → ℂ) = Pi.single k 1 := by
        ext m
        by_cases hm : m = k <;> simp [hm]
      rw [hs]
      simp
    have hM0 : M = 0 := by
      ext i j
      have pol : ∀ c : ℂ, c * M i j + star c * M j i = 0 := by
        intro c
        have h1 := hz (Pi.single i 1 + c • Pi.single j 1)
        simp only [star_add, star_smul, mulVec_add, mulVec_smul, add_dotProduct,
          dotProduct_add, smul_dotProduct, dotProduct_smul, smul_eq_mul, e] at h1
        have hi := hz (Pi.single i 1)
        have hj := hz (Pi.single j 1)
        rw [e] at hi hj
        linear_combination h1 - hi - star c * c * hj
      have p1 := pol 1
      have p2 := pol Complex.I
      rw [star_one] at p1
      rw [Complex.star_def, Complex.conj_I] at p2
      rw [Matrix.zero_apply]
      linear_combination (1 / 2) * p1 - (Complex.I / 2) * p2
        + (1 / 2) * (M i j - M j i) * Complex.I_sq
    exact sub_eq_zero.mp (hM.symm.trans hM0)
```

## (c) The reversed relation

Show that every transfer matrix satisfies
$$T J T^\dagger = J.$$

Multiplying $T^\dagger J T = J$ by $J$ from the left gives $(J T^\dagger J)\,T = 1$. For square matrices of finite size a left inverse is also a right inverse, so $T J T^\dagger J = 1$. Multiplying by $J$ from the right gives the claim. The change of side is the step `mul_eq_one_comm`.

```lean
/-- A transfer matrix also satisfies the reversed relation `T J T† = J`. -/
theorem IsTransfer.reverse {ε : n → ℤˣ} {T : Matrix n n ℂ} (h : IsTransfer ε T) :
    T * fluxMetric ε * Tᴴ = fluxMetric ε := by
  have h' : Tᴴ * fluxMetric ε * T = fluxMetric ε := h
  have left : (fluxMetric ε * Tᴴ * fluxMetric ε) * T = 1 := by
    rw [← fluxMetric_sq ε]
    nth_rewrite 4 [← h']
    simp only [Matrix.mul_assoc]
  -- in finite dimension a left inverse is a right inverse
  have right := mul_eq_one_comm.mp left
  calc T * fluxMetric ε * Tᴴ
      = T * fluxMetric ε * Tᴴ * (fluxMetric ε * fluxMetric ε) := by
        rw [fluxMetric_sq, Matrix.mul_one]
    _ = (T * (fluxMetric ε * Tᴴ * fluxMetric ε)) * fluxMetric ε := by
        simp only [Matrix.mul_assoc]
    _ = fluxMetric ε := by rw [right, Matrix.one_mul]
```

## (d) Products and inverses

Show that for invertible transfer matrices $S$, $T$ and $U$
$$(ST)^\dagger J (ST) = J, \qquad (U^{-1})^\dagger J\, U^{-1} = J.$$

For the product, $T^\dagger (S^\dagger J S) T = T^\dagger J T = J$. For the inverse, replace $J$ by $U^\dagger J U$:
$$(U^{-1})^\dagger U^\dagger J\, U U^{-1} = (UU^{-1})^\dagger J\,(UU^{-1}) = J.$$
The identity matrix clearly qualifies. These three facts fill the fields of a `Subgroup` of the invertible matrices.

```lean
/-- The group of invertible matrices `T` with `T† J T = J`. -/
def transferGroup (ε : n → ℤˣ) : Subgroup (Matrix n n ℂ)ˣ where
  carrier := {U | IsTransfer ε (U : Matrix n n ℂ)}
  one_mem' := by simp [IsTransfer]
  mul_mem' := by
    intro S T hS hT
    have hS' : (S : Matrix n n ℂ)ᴴ * fluxMetric ε * (S : Matrix n n ℂ) = fluxMetric ε := hS
    have hT' : (T : Matrix n n ℂ)ᴴ * fluxMetric ε * (T : Matrix n n ℂ) = fluxMetric ε := hT
    change ((S : Matrix n n ℂ) * (T : Matrix n n ℂ))ᴴ * fluxMetric ε
      * ((S : Matrix n n ℂ) * (T : Matrix n n ℂ)) = fluxMetric ε
    calc _ = (T : Matrix n n ℂ)ᴴ * ((S : Matrix n n ℂ)ᴴ * fluxMetric ε * (S : Matrix n n ℂ))
          * (T : Matrix n n ℂ) := by
          rw [conjTranspose_mul]
          simp only [Matrix.mul_assoc]
      _ = fluxMetric ε := by rw [hS', hT']
  inv_mem' := by
    intro U hU
    have hU' : (U : Matrix n n ℂ)ᴴ * fluxMetric ε * (U : Matrix n n ℂ) = fluxMetric ε := hU
    change (↑U⁻¹ : Matrix n n ℂ)ᴴ * fluxMetric ε * (↑U⁻¹ : Matrix n n ℂ) = fluxMetric ε
    calc _ = (↑U⁻¹ : Matrix n n ℂ)ᴴ * ((U : Matrix n n ℂ)ᴴ * fluxMetric ε
          * (U : Matrix n n ℂ)) * (↑U⁻¹ : Matrix n n ℂ) := by rw [hU']
      _ = ((U : Matrix n n ℂ) * (↑U⁻¹ : Matrix n n ℂ))ᴴ * fluxMetric ε
          * ((U : Matrix n n ℂ) * (↑U⁻¹ : Matrix n n ℂ)) := by
          rw [conjTranspose_mul]
          simp only [Matrix.mul_assoc]
      _ = fluxMetric ε := by
          rw [Units.mul_inv, conjTranspose_one, Matrix.one_mul, Matrix.mul_one]
```

## (e) Invertibility comes for free

Let $G_J$ be the group from (d). Show that for any square matrix $T$ on the channels
$$T^\dagger J T = J \iff T \in G_J.$$

Only invertibility needs an argument. By (c) and (a), $T\,(J T^\dagger J) = (T J T^\dagger) J = J^2 = 1$, so $J T^\dagger J$ is the inverse. Lean packages $T$ with this inverse as an element `U` of the group.

```lean
/-- The transfer matrices are exactly the elements of the transfer group. -/
theorem isTransfer_iff_mem_group (ε : n → ℤˣ) (T : Matrix n n ℂ) :
    IsTransfer ε T ↔ ∃ U ∈ transferGroup ε, (U : Matrix n n ℂ) = T := by
  constructor
  · intro h
    have right : T * (fluxMetric ε * Tᴴ * fluxMetric ε) = 1 := by
      rw [← Matrix.mul_assoc, ← Matrix.mul_assoc, h.reverse, fluxMetric_sq]
    exact ⟨⟨T, _, right, mul_eq_one_comm.mp right⟩, h, rfl⟩
  · rintro ⟨U, hU, rfl⟩
    exact hU
```

## (f) Phases on the links

Let $D$ be diagonal with entries $e^{\sqrt{-1}\,\varphi_k}$ for real $\varphi_k$. Show that, for every choice of signs,
$$D^\dagger J D = J.$$

All three factors are diagonal, and entry $k$ of the product is $\varepsilon_k\,|e^{\sqrt{-1}\,\varphi_k}|^2 = \varepsilon_k$. The modulus identity is `hp`.

```lean
/-- Independent phases picked up on the links form a transfer matrix. -/
theorem isTransfer_phases (ε : n → ℤˣ) (φ : n → ℝ) :
    IsTransfer ε (diagonal fun k => Complex.exp (φ k * Complex.I)) := by
  rw [IsTransfer, fluxMetric, diagonal_conjTranspose, diagonal_mul_diagonal,
    diagonal_mul_diagonal]
  congr 1
  funext k
  have hp : star (Complex.exp (φ k * Complex.I)) * Complex.exp (φ k * Complex.I) = 1 := by
    rw [Complex.star_def, ← Complex.exp_conj, ← Complex.exp_add]
    simp
  simp only [Pi.star_apply]
  linear_combination ((ε k : ℤ) : ℂ) * hp
```

## (g) The hyperbolic node

For $J = \mathrm{diag}(1,-1)$, show that
$$N_a^\dagger J N_a = J.$$

The node is real and symmetric, so with $c = \cosh a$ and $s = \sinh a$
$$N_a J N_a = \begin{pmatrix} c^2 - s^2 & cs - sc\\ sc - cs & s^2 - c^2\end{pmatrix} = \begin{pmatrix}1&0\\0&-1\end{pmatrix}.$$
The four bullets at the end of the proof are these four entries.

```lean
/-- The node is a transfer matrix for two channels of opposite propagation sign. -/
theorem isTransfer_node (a : ℝ) : IsTransfer ![1, -1] (node a) := by
  have h := Real.cosh_sq a
  unfold IsTransfer node
  generalize Real.cosh a = c at *
  generalize Real.sinh a = s at *
  have h' : (c : ℂ) ^ 2 = (s : ℂ) ^ 2 + 1 := by exact_mod_cast h
  have hJ : fluxMetric ![1, -1] = !![1, 0; 0, -1] := by
    ext i j
    fin_cases i <;> fin_cases j <;> simp [fluxMetric]
  have hT : (!![(c : ℂ), (s : ℂ); (s : ℂ), (c : ℂ)])ᴴ = !![(c : ℂ), (s : ℂ); (s : ℂ), (c : ℂ)] := by
    ext i j
    fin_cases i <;> fin_cases j <;> simp [conjTranspose_apply]
  rw [hJ, hT, mul_fin_two, mul_fin_two]
  ext i j
  fin_cases i <;> fin_cases j
  · show ((c : ℂ) * 1 + s * 0) * c + (c * 0 + s * (-1)) * s = 1
    linear_combination h'
  · show ((c : ℂ) * 1 + s * 0) * s + (c * 0 + s * (-1)) * c = 0
    ring
  · show ((s : ℂ) * 1 + c * 0) * c + (s * 0 + c * (-1)) * s = 0
    ring
  · show ((s : ℂ) * 1 + c * 0) * s + (s * 0 + c * (-1)) * c = -1
    linear_combination -h'
```

## (h) Inverting $T^\dagger T$

Show that for a transfer matrix $T^\dagger T$ is invertible, with
$$(T^\dagger T)^{-1} = J\, T^\dagger T\, J.$$

Multiply out and use (c), the definition and (a):
$$T^\dagger T\, J\, T^\dagger T\, J = T^\dagger (T J T^\dagger)\, T J = (T^\dagger J T) J = J^2 = 1.$$
This is `key` in the code. The theorem states `IsUnit` as well, so the inverse is a genuine one.

```lean
/-- For a transfer matrix, `T† T` is invertible and its inverse is `J T† T J`. -/
theorem IsTransfer.gram_inverse {ε : n → ℤˣ} {T : Matrix n n ℂ} (h : IsTransfer ε T) :
    IsUnit (Tᴴ * T) ∧ (Tᴴ * T)⁻¹ = fluxMetric ε * (Tᴴ * T) * fluxMetric ε := by
  have h' : Tᴴ * fluxMetric ε * T = fluxMetric ε := h
  have key : (Tᴴ * T) * (fluxMetric ε * (Tᴴ * T) * fluxMetric ε) = 1 := by
    calc _ = Tᴴ * (T * fluxMetric ε * Tᴴ) * T * fluxMetric ε := by
          simp only [Matrix.mul_assoc]
      _ = 1 := by rw [h.reverse, h', fluxMetric_sq]
  exact ⟨⟨⟨_, _, key, mul_eq_one_comm.mp key⟩, rfl⟩, inv_eq_right_inv key⟩
```

## (i) The partner of a singular vector

Let $st = 1$ and $T^\dagger T v = s^2 v$ for a transfer matrix $T$. Show that
$$T^\dagger T\,(Jv) = t^2\, Jv.$$

As in (h), $T^\dagger T\, J\, T^\dagger T = J$. Applied to $v$, this reads $s^2\, T^\dagger T\,(Jv) = Jv$. Multiplying by $t^2$ and using $s^2t^2 = 1$ gives the result. Flipping the sign of the amplitudes in all channels with $\varepsilon_i = -1$ thus turns a growing singular vector into a decaying one.

```lean
/-- If `s t = 1`, the flux metric sends solutions of `T† T v = s² v` to solutions of
`T† T w = t² w`. -/
theorem IsTransfer.partner {ε : n → ℤˣ} {T : Matrix n n ℂ} (h : IsTransfer ε T)
    {s t : ℝ} (hst : s * t = 1) {v : n → ℂ} (hv : v ∈ singularSpace T s) :
    fluxMetric ε *ᵥ v ∈ singularSpace T t := by
  have h' : Tᴴ * fluxMetric ε * T = fluxMetric ε := h
  rw [singularSpace, Module.End.mem_eigenspace_iff, Matrix.toLin'_apply] at hv ⊢
  have key : (Tᴴ * T) *ᵥ (fluxMetric ε *ᵥ ((Tᴴ * T) *ᵥ v)) = fluxMetric ε *ᵥ v := by
    calc _ = (Tᴴ * (T * fluxMetric ε * Tᴴ) * T) *ᵥ v := by
          simp only [mulVec_mulVec, Matrix.mul_assoc]
      _ = fluxMetric ε *ᵥ v := by rw [h.reverse, h']
  rw [hv, mulVec_smul, mulVec_smul] at key
  have h1 : (s : ℂ) * t = 1 := by exact_mod_cast hst
  have h2 : (t : ℂ) ^ 2 * (s : ℂ) ^ 2 = 1 := by
    linear_combination ((s : ℂ) * t + 1) * h1
  calc (Tᴴ * T) *ᵥ (fluxMetric ε *ᵥ v)
      = (t : ℂ) ^ 2 • ((s : ℂ) ^ 2 • ((Tᴴ * T) *ᵥ (fluxMetric ε *ᵥ v))) := by
        rw [smul_smul, h2, one_smul]
    _ = (t : ℂ) ^ 2 • (fluxMetric ε *ᵥ v) := by rw [key]
```

## (j) Equal multiplicities

Show that for a transfer matrix and $st = 1$
$$\dim V_s = \dim V_t.$$

By (i), $J$ maps $V_s$ into $V_t$. It is injective because $J^2 = 1$, so $\dim V_s \le \dim V_t$. Exchanging $s$ and $t$ gives the opposite inequality. In the code, `f` is this restricted map and `le` the inequality.

If $s > 0$ is not a singular value, both dimensions are zero. The value $1$ is its own partner, which leaves room for an odd number of channels. If all signs are equal, $T$ is unitary and $1$ is the only singular value that can occur.

```lean
/-- Singular values of a transfer matrix pair as `s` and `t` with `s t = 1`, with equal
multiplicities. -/
theorem IsTransfer.singular_pairing {ε : n → ℤˣ} {T : Matrix n n ℂ} (h : IsTransfer ε T)
    {s t : ℝ} (hst : s * t = 1) :
    Module.finrank ℂ (singularSpace T s) = Module.finrank ℂ (singularSpace T t) := by
  -- the flux metric embeds each space into the other
  have le : ∀ s t : ℝ, s * t = 1 →
      Module.finrank ℂ (singularSpace T s) ≤ Module.finrank ℂ (singularSpace T t) := by
    intro s t hst
    let f : singularSpace T s →ₗ[ℂ] singularSpace T t :=
      (fluxMetric ε).mulVecLin.restrict (fun _ hv => h.partner hst hv)
    have hf : Function.Injective f := by
      intro v w hvw
      have h1 : fluxMetric ε *ᵥ v.1 = fluxMetric ε *ᵥ w.1 := congrArg Subtype.val hvw
      have h2 := congrArg (fun x => fluxMetric ε *ᵥ x) h1
      apply Subtype.ext
      simpa only [mulVec_mulVec, fluxMetric_sq, one_mulVec] using h2
    exact LinearMap.finrank_le_finrank_of_injective hf
  exact le_antisymm (le s t hst) (le t s (by rw [mul_comm]; exact hst))
```

## (k) Singular vectors of the node

For $T = N_a$, show that
$$(1,1) \in V_{e^{a}}, \qquad (1,-1) \in V_{e^{-a}}.$$

Direct multiplication gives $N_a(1,1) = (\cosh a + \sinh a)(1,1) = e^{a}(1,1)$ and $N_a(1,-1) = (\cosh a - \sinh a)(1,-1) = e^{-a}(1,-1)$. These are `hp` and `hm`. Since $N_a^\dagger = N_a$, applying the node twice gives the factors $e^{2a}$ and $e^{-2a}$ required by the definition of $V_s$. The normalised vectors are $(1,\pm1)/\sqrt2$, and $J = \mathrm{diag}(1,-1)$ exchanges them, as (i) predicts.

```lean
/-- The node has right singular vectors `(1, 1)` and `(1, -1)` with singular values `exp a`
and `exp (-a)`. -/
theorem node_singular_vectors (a : ℝ) :
    ![1, 1] ∈ singularSpace (node a) (Real.exp a) ∧
      ![1, -1] ∈ singularSpace (node a) (Real.exp (-a)) := by
  have hT : (node a)ᴴ = node a := by
    unfold node
    generalize Real.cosh a = c
    generalize Real.sinh a = s
    ext i j
    fin_cases i <;> fin_cases j <;> simp [conjTranspose_apply]
  have hp : node a *ᵥ ![1, 1] = (Real.exp a : ℂ) • ![1, 1] := by
    rw [← Real.cosh_add_sinh, node]
    generalize Real.cosh a = c
    generalize Real.sinh a = s
    ext i
    fin_cases i <;> simp [mulVec, dotProduct, Fin.sum_univ_succ]
    ring
  have hm : node a *ᵥ ![1, -1] = (Real.exp (-a) : ℂ) • ![1, -1] := by
    rw [← Real.cosh_sub_sinh, node]
    generalize Real.cosh a = c
    generalize Real.sinh a = s
    ext i
    fin_cases i <;> simp [mulVec, dotProduct, Fin.sum_univ_succ] <;> ring
  constructor
  · rw [singularSpace, Module.End.mem_eigenspace_iff, Matrix.toLin'_apply, hT,
      ← mulVec_mulVec, hp, mulVec_smul, hp, smul_smul, sq]
  · rw [singularSpace, Module.End.mem_eigenspace_iff, Matrix.toLin'_apply, hT,
      ← mulVec_mulVec, hm, mulVec_smul, hm, smul_smul, sq]

end

end ChalkerCoddington
```

```lean
#print axioms ChalkerCoddington.isTransfer_node
#print axioms ChalkerCoddington.IsTransfer.gram_inverse
#print axioms ChalkerCoddington.IsTransfer.singular_pairing
#print axioms ChalkerCoddington.node_singular_vectors
```

```
'ChalkerCoddington.isTransfer_node' depends on axioms: [propext, Classical.choice, Quot.sound]
'ChalkerCoddington.IsTransfer.gram_inverse' depends on axioms: [propext, Classical.choice, Quot.sound]
'ChalkerCoddington.IsTransfer.singular_pairing' depends on axioms: [propext, Classical.choice, Quot.sound]
'ChalkerCoddington.node_singular_vectors' depends on axioms: [propext, Classical.choice, Quot.sound]
```
